# When the rows of P sum to one, every row of the adjugate of I − P lists its diagonal entries

Let P be a real matrix indexed by a finite set of states, with each row summing to one, as for the transition matrix of a Markov chain; its entries need not be non-negative. The lemma `adjugate_row_eq_weight` states that the (i, j) entry of the adjugate of I − P equals w_j, the j-th diagonal entry of that adjugate, whatever i is. The weights w_j are unnormalised; where their sum is non-zero, the normalised values are w_j / Σ_k w_k. The proof notes that I − P annihilates the constant vector 1, and applies an earlier lemma by which entries within a column of the adjugate are in proportion to the entries of an annihilated vector.

In Lean, a first try:

```lean
import Mathlib

open Matrix

namespace AdjugateRowEqWeight

variable {n : Type*} [Fintype n]

variable [DecidableEq n]

/-- The cofactor weight of state `i`: the `i`-th diagonal entry of the adjugate of `I - P`. -/
noncomputable def cofactorWeight (P : Matrix n n ℝ) (i : n) : ℝ :=
  (1 - P).adjugate i i

/-- If `B v = 0`, then `v k * adj(B) i j = v i * adj(B) k j` for all `i`, `k`, `j`. For nonzero `v`
this says that each column of the adjugate of `B` is a multiple of `v`. -/
theorem adjugate_column_proportional (B : Matrix n n ℝ) (v : n → ℝ)
    (h : B *ᵥ v = 0) (i k j : n) :
    v k * B.adjugate i j = v i * B.adjugate k j := by
  by_cases hv : v = 0
  · simp [hv]
  -- the replacement row is orthogonal to `v`, so the new matrix is still singular
  have hdet : (B.updateRow j
      (v k • Pi.single i (1 : ℝ) - v i • Pi.single k (1 : ℝ))).det = 0 := by
    refine Matrix.exists_mulVec_eq_zero_iff.mp ⟨v, hv, ?_⟩
    funext r
    by_cases hr : r = j
    · rw [hr]
      change (B.updateRow j
        (v k • Pi.single i (1 : ℝ) - v i • Pi.single k (1 : ℝ))) j ⬝ᵥ v = 0
      rw [Matrix.updateRow_self, sub_dotProduct, smul_dotProduct, smul_dotProduct,
        single_dotProduct, single_dotProduct, smul_eq_mul, smul_eq_mul]
      ring
    · change (B.updateRow j
        (v k • Pi.single i (1 : ℝ) - v i • Pi.single k (1 : ℝ))) r ⬝ᵥ v = 0
      rw [Matrix.updateRow_ne hr]
      exact congrFun h r
  -- linearity of the determinant in the replaced row
  have hadd := Matrix.det_updateRow_add B j
    (v k • Pi.single i (1 : ℝ) - v i • Pi.single k (1 : ℝ)) (v i • Pi.single k (1 : ℝ))
  rw [sub_add_cancel, hdet, zero_add, Matrix.det_updateRow_smul,
    Matrix.det_updateRow_smul] at hadd
  rw [Matrix.adjugate_apply, Matrix.adjugate_apply]
  exact hadd

/-- If each row of `P` sums to one, then `I - P` annihilates the constant vector. -/
theorem one_sub_mulVec_const (P : Matrix n n ℝ) (hP : ∀ i, ∑ j, P i j = 1) :
    (1 - P) *ᵥ (fun _ => (1 : ℝ)) = 0 := by
  funext i
  rw [Matrix.sub_mulVec, Matrix.one_mulVec]
  change (1 : ℝ) - ∑ j, P i j * 1 = 0
  simp only [mul_one, hP i, sub_self]

/-- If each row of `P` sums to one, then every row of the adjugate of `I - P` is the
vector of cofactor weights. -/
theorem adjugate_row_eq_weight (P : Matrix n n ℝ) (hP : ∀ i, ∑ j, P i j = 1) (i j : n) :
    (1 - P).adjugate i j = cofactorWeight P j := by
  have h := adjugate_column_proportional (1 - P) _ (one_sub_mulVec_const P hP) i j j
  simpa only [one_mul] using h

end AdjugateRowEqWeight
```

The compiler's answer:

```
Main.lean:59:2: error: Type mismatch: After simplification, term
  h
 has type
  @Eq ℝ ((1 - P).adjugate i j) ((1 - P).adjugate j j)
but is expected to have type
  @Eq ℝ ((1 - P).adjugate i j) (cofactorWeight P j)
```

The repair, with which the file compiles:

```diff
@@ -57,5 +57,6 @@
     (1 - P).adjugate i j = cofactorWeight P j := by
   have h := adjugate_column_proportional (1 - P) _ (one_sub_mulVec_const P hP) i j j
-  simpa only [one_mul] using h
+  simp only [one_mul] at h
+  exact h
 
 end AdjugateRowEqWeight
```

What went wrong. The message shows that the mathematics had already succeeded. After simplification, `h` says that the (i, j) entry of the adjugate equals the (j, j) entry, while the goal has `cofactorWeight P j` on the right. The two right-hand sides are equal by the definition of `cofactorWeight`, but `simpa only [one_mul] using h` was not told to unfold that definition, and its closing comparison of `h` with the goal does not unfold ordinary definitions by itself. Hence the type mismatch.

The repair splits the step in two. `simp only [one_mul] at h` removes the factors of one from `h` as before, and `exact h` then compares `h` with the goal under Lean's default setting, which may unfold an ordinary `def`. It unfolds `cofactorWeight P j` to `(1 - P).adjugate j j`, and the two sides agree.
